# Two boosts of rapidities r₁, r₂ ≥ 0 give a Wigner rotation w with |sin(w/2)| ≤ tanh(r₁/2) tanh(r₂/2)

Let two boosts have nonnegative rapidities r₁ and r₂ and directions separated by an angle φ. Their product is a boost followed by a rotation through some angle w, and with

t = tanh(r₁/2) tanh(r₂/2)

the half-angle satisfies

tan(w/2) = t sin φ / (1 + t cos φ),  |tan(w/2)| ≤ t/√(1 − t²),  |sin(w/2)| ≤ t.

If both rapidities are positive, the two bounds are reached exactly when cos φ = −t, which is an obtuse angle between the boosts.

## Boosts as spinor matrices

A boost of rapidity r has speed tanh r in units of c. On right-handed two-component spinors, a boost along the unit vector n = (cos θ, sin θ, 0) acts as

exp((r/2) n·σ) = cosh(r/2) + sinh(r/2) (cos θ σ_x + sin θ σ_y),

where σ_x, σ_y, σ_z are the Pauli matrices. This matrix has cosh(r/2) on the diagonal, sinh(r/2) e^{−iθ} in the upper right and sinh(r/2) e^{iθ} in the lower left. It is Hermitian, but a product of two such matrices in different directions generally is not, and the rotation accounts for the difference.

For a free massive spin-1/2 particle initially at rest, w is the angle through which two successive boosts turn the rest-frame spin, relative to the single boost that gives the same momentum. The bound limits this angle for two finite boosts; it doesn't give the Thomas precession rate along an accelerated path.

## What the theorems say

`boost r θ` is the matrix above, and `rot w` is diag(e^{iw/2}, e^{−iw/2}). The Wigner angle enters through the hypothesis

boost(r₁, 0) · boost(r₂, φ) = rot(w) · boost(r, θ).

The rightmost factor acts first, so the boost at angle φ precedes the one along x. In the common convention where exp(−iασ_z/2) turns vectors by +α about z, `rot w` turns them by −w. The absolute values in the bounds make this sign immaterial.

- `exists_wigner_rotation` says that for all real r₁, r₂ and φ there are w, r and θ satisfying this relation.
- `wigner_tan` gives the tangent formula for every such w. Here `tanhProduct r₁ r₂` is t, and `halfTan t φ` is the quotient t sin φ/(1 + t cos φ).
- `abs_halfTan_le` bounds that quotient for any real t with 0 ≤ t < 1, and for t > 0 characterises equality by cos φ = −t. At t = 0 both sides vanish for every φ.
- `tanhProduct_range` shows that nonnegative rapidities give 0 ≤ t < 1, so the tangent bound applies to the physical angle.
- `wigner_sin_le` gives the sine bound and its equality case directly for the angle w.

Taking r₁, r₂ ≥ 0 is a convention: a negative rapidity is a boost in the opposite direction. Placing the boost of rapidity r₁ along x and the other in the xy-plane fixes the axes. The theorems concern these 2×2 matrices, and the file doesn't construct the corresponding 4×4 Lorentz matrices.

## The rotation exists

Multiplying out the two boosts gives a matrix with rows (z, u) and (ū, z̄), where

z = cosh(r₁/2) cosh(r₂/2) + sinh(r₁/2) sinh(r₂/2) e^{iφ},
u = cosh(r₁/2) sinh(r₂/2) e^{−iφ} + sinh(r₁/2) cosh(r₂/2).

The cross terms in |z|² and |u|² are equal, so

|z|² − |u|² = (cosh²(r₁/2) − sinh²(r₁/2)) (cosh²(r₂/2) − sinh²(r₂/2)) = 1.

Choose r = 2 arsinh|u|. Then sinh(r/2) = |u| and cosh(r/2) = √(1 + |u|²) = |z|. With w = 2 arg z and θ = arg z − arg u (taking arg u = 0 if u = 0, where any θ would do), the upper row of rot(w) · boost(r, θ) is

|z| e^{i arg z} = z,  |u| e^{i(arg z − θ)} = u,

and the lower row contains the conjugates in the required order.

## The tangent and its bound

Write P = cosh(r₁/2) cosh(r₂/2) and C = cosh(r/2), both positive. Since sinh(r₁/2) sinh(r₂/2) = P t, the upper-left entries of the defining relation give

P (1 + t e^{iφ}) = C e^{iw/2}.

The real and imaginary parts are

C cos(w/2) = P (1 + t cos φ),
C sin(w/2) = P t sin φ,

and their quotient is the tangent formula.

For 0 ≤ t < 1 the denominator satisfies 1 + t cos φ ≥ 1 − t > 0. The tangent bound is therefore equivalent to

|t sin φ| √(1 − t²) ≤ t (1 + t cos φ).

Both sides are nonnegative, so their squares may be compared:

t² (1 + t cos φ)² − t² (1 − t²) sin² φ
= t² [1 + 2t cos φ + t² cos² φ − (1 − t²)(1 − cos² φ)]
= t² (cos φ + t)² ≥ 0.

For t > 0 the difference vanishes exactly when cos φ = −t.

## The sine bound

The same square appears when the component equations are used directly:

C² (t² − sin²(w/2))
= t² C² cos²(w/2) − (1 − t²) C² sin²(w/2)
= P² t² [(1 + t cos φ)² − (1 − t²) sin² φ]
= P² t² (cos φ + t)².

The right side is nonnegative and C² > 0, so sin²(w/2) ≤ t². As t ≥ 0, this is |sin(w/2)| ≤ t. For positive rapidities P t > 0, and equality again means cos φ = −t.

## Kinetic energies add at the largest angle

Squaring and adding the component equations gives C² = P² (1 + 2t cos φ + t²). At cos φ = −t this becomes

cosh²(r/2) = P² (1 − t²) = cosh²(r₁/2) + sinh²(r₂/2),

and doubling and subtracting 1 yields

cosh r − 1 = (cosh r₁ − 1) + (cosh r₂ − 1).

Since cosh r is the Lorentz factor, a particle boosted from rest then has a kinetic energy equal to the sum of those the two boosts would give it separately. This energy relation is a consequence drawn here in the text; the file contains no theorem for it.

## The Lean file

```lean
import Mathlib

open Matrix ComplexConjugate

namespace ThomasWignerBound

noncomputable section

/-- The spinor matrix of a boost with rapidity `r` along the direction at angle `θ`
in the xy-plane. -/
def boost (r θ : ℝ) : Matrix (Fin 2) (Fin 2) ℂ :=
  !![(Real.cosh (r / 2) : ℂ), (Real.sinh (r / 2) : ℂ) * Complex.exp (-((θ : ℂ) * Complex.I));
     (Real.sinh (r / 2) : ℂ) * Complex.exp ((θ : ℂ) * Complex.I), (Real.cosh (r / 2) : ℂ)]

/-- The spinor matrix `exp(i w σ_z / 2)` of a rotation about the z-axis. -/
def rot (w : ℝ) : Matrix (Fin 2) (Fin 2) ℂ :=
  !![Complex.exp (((w / 2 : ℝ) : ℂ) * Complex.I), 0;
     0, Complex.exp (-(((w / 2 : ℝ) : ℂ) * Complex.I))]

/-- The product of the hyperbolic tangents of the two half-rapidities. -/
def tanhProduct (r₁ r₂ : ℝ) : ℝ := Real.tanh (r₁ / 2) * Real.tanh (r₂ / 2)

/-- The Wigner half-angle tangent as a function of `t` and the angle `φ` between the boosts. -/
def halfTan (t φ : ℝ) : ℝ := t * Real.sin φ / (1 + t * Real.cos φ)

lemma mat_congr {a b c d a' b' c' d' : ℂ} (h₁ : a = a') (h₂ : b = b') (h₃ : c = c')
    (h₄ : d = d') : !![a, b; c, d] = !![a', b'; c', d'] := by
  rw [h₁, h₂, h₃, h₄]

lemma conj_polar (z : ℂ) :
    (‖z‖ : ℂ) * Complex.exp (-((Complex.arg z : ℂ) * Complex.I)) = conj z := by
  conv_rhs => rw [← Complex.norm_mul_exp_arg_mul_I z]
  rw [map_mul, ← Complex.exp_conj, map_mul, Complex.conj_ofReal, Complex.conj_ofReal,
    Complex.conj_I, mul_neg]

/-- A matrix with rows `(z, u)` and `(conj u, conj z)` and unit determinant is a rotation
about z times a boost in the xy-plane. -/
theorem polar_factorisation (z u : ℂ) (h : Complex.normSq z = 1 + Complex.normSq u) :
    !![z, u; conj u, conj z] = rot (2 * Complex.arg z) *
      boost (2 * Real.arsinh ‖u‖) (Complex.arg z - Complex.arg u) := by
  have hc : Real.cosh (Real.arsinh ‖u‖) = ‖z‖ := by
    rw [Real.cosh_arsinh, Complex.sq_norm, ← h, ← Complex.sq_norm,
      Real.sqrt_sq (norm_nonneg z)]
  have hw : 2 * Complex.arg z / 2 = Complex.arg z := by ring
  have hr : 2 * Real.arsinh ‖u‖ / 2 = Real.arsinh ‖u‖ := by ring
  -- the phases of the rotation and of the boost direction combine
  have k1 : Complex.exp ((Complex.arg z : ℂ) * Complex.I) *
      Complex.exp (-(((Complex.arg z - Complex.arg u : ℝ) : ℂ) * Complex.I)) =
      Complex.exp ((Complex.arg u : ℂ) * Complex.I) := by
    rw [← Complex.exp_add]
    congr 1
    push_cast
    ring
  have k2 : Complex.exp (-((Complex.arg z : ℂ) * Complex.I)) *
      Complex.exp (((Complex.arg z - Complex.arg u : ℝ) : ℂ) * Complex.I) =
      Complex.exp (-((Complex.arg u : ℂ) * Complex.I)) := by
    rw [← Complex.exp_add]
    congr 1
    push_cast
    ring
  simp only [rot, boost, Matrix.mul_fin_two, hw, hr, hc, Real.sinh_arsinh]
  apply mat_congr
  · linear_combination -(Complex.norm_mul_exp_arg_mul_I z)
  · linear_combination -(Complex.norm_mul_exp_arg_mul_I u) - (‖u‖ : ℂ) * k1
  · linear_combination -(conj_polar u) - (‖u‖ : ℂ) * k2
  · linear_combination -(conj_polar z)

/-- A boost in the xy-plane followed by a boost along x equals a boost in that plane followed by a
rotation about z. -/
theorem exists_wigner_rotation (r₁ r₂ φ : ℝ) :
    ∃ w r θ : ℝ, boost r₁ 0 * boost r₂ φ = rot w * boost r θ := by
  have hE : conj (Complex.exp ((φ : ℂ) * Complex.I)) =
      Complex.exp (-((φ : ℂ) * Complex.I)) := by
    rw [← Complex.exp_conj, map_mul, Complex.conj_ofReal, Complex.conj_I, mul_neg]
  refine ⟨_, _, _, Eq.trans ?_ (polar_factorisation
    ((Real.cosh (r₁ / 2) : ℂ) * (Real.cosh (r₂ / 2) : ℂ) + (Real.sinh (r₁ / 2) : ℂ) *
      (Real.sinh (r₂ / 2) : ℂ) * Complex.exp ((φ : ℂ) * Complex.I))
    ((Real.cosh (r₁ / 2) : ℂ) * (Real.sinh (r₂ / 2) : ℂ) *
      conj (Complex.exp ((φ : ℂ) * Complex.I)) +
      (Real.sinh (r₁ / 2) : ℂ) * (Real.cosh (r₂ / 2) : ℂ)) ?_)⟩
  · simp only [boost, Matrix.mul_fin_two]
    apply mat_congr <;>
    simp only [map_add, map_mul, Complex.conj_ofReal, Complex.conj_conj,
      Complex.ofReal_zero, zero_mul, neg_zero, Complex.exp_zero] <;>
    (try rw [hE]) <;> ring
  · simp only [Complex.normSq_apply, Complex.add_re, Complex.add_im, Complex.mul_re,
      Complex.mul_im, Complex.conj_re, Complex.conj_im, Complex.ofReal_re, Complex.ofReal_im,
      Complex.exp_ofReal_mul_I_re, Complex.exp_ofReal_mul_I_im]
    linear_combination (Real.cosh (r₂ / 2) ^ 2 - (Real.sin φ ^ 2 + Real.cos φ ^ 2) *
      Real.sinh (r₂ / 2) ^ 2) * Real.cosh_sq_sub_sinh_sq (r₁ / 2) +
      Real.cosh_sq_sub_sinh_sq (r₂ / 2) -
      Real.sinh (r₂ / 2) ^ 2 * Real.sin_sq_add_cos_sq φ

/-- The cosine and sine of the Wigner half-angle, each multiplied by `cosh (r/2)` of the
resulting boost, in terms of the two original boosts. -/
theorem half_angle_components {r₁ r₂ φ w r θ : ℝ}
    (h : boost r₁ 0 * boost r₂ φ = rot w * boost r θ) :
    Real.cosh (r / 2) * Real.cos (w / 2) = Real.cosh (r₁ / 2) * Real.cosh (r₂ / 2) *
        (1 + tanhProduct r₁ r₂ * Real.cos φ) ∧
    Real.cosh (r / 2) * Real.sin (w / 2) = Real.cosh (r₁ / 2) * Real.cosh (r₂ / 2) *
        (tanhProduct r₁ r₂ * Real.sin φ) := by
  have hQ : Real.sinh (r₁ / 2) * Real.sinh (r₂ / 2) =
      Real.cosh (r₁ / 2) * Real.cosh (r₂ / 2) * tanhProduct r₁ r₂ := by
    have h1 := (Real.cosh_pos (r₁ / 2)).ne'
    have h2 := (Real.cosh_pos (r₂ / 2)).ne'
    rw [tanhProduct, Real.tanh_eq_sinh_div_cosh, Real.tanh_eq_sinh_div_cosh]
    field_simp
  -- compare the upper-left entries
  have h0 : (Real.cosh (r₁ / 2) : ℂ) * (Real.cosh (r₂ / 2) : ℂ) + (Real.sinh (r₁ / 2) : ℂ) *
      ((Real.sinh (r₂ / 2) : ℂ) * Complex.exp ((φ : ℂ) * Complex.I)) =
      Complex.exp (((w / 2 : ℝ) : ℂ) * Complex.I) * (Real.cosh (r / 2) : ℂ) := by
    simpa [boost, rot, Matrix.mul_apply, Fin.sum_univ_two] using congrFun (congrFun h 0) 0
  have hre := congrArg Complex.re h0
  have him := congrArg Complex.im h0
  simp only [Complex.add_re, Complex.add_im, Complex.mul_re, Complex.mul_im,
    Complex.ofReal_re, Complex.ofReal_im, Complex.exp_ofReal_mul_I_re,
    Complex.exp_ofReal_mul_I_im] at hre him
  constructor
  · linear_combination -hre + Real.cos φ * hQ
  · linear_combination -him + Real.sin φ * hQ

/-- The tangent of half the Wigner angle is `t sin φ / (1 + t cos φ)`, with `t` the product of the
hyperbolic tangents of the two half-rapidities. -/
theorem wigner_tan {r₁ r₂ φ w r θ : ℝ}
    (h : boost r₁ 0 * boost r₂ φ = rot w * boost r θ) :
    Real.tan (w / 2) = halfTan (tanhProduct r₁ r₂) φ := by
  obtain ⟨hc, hs⟩ := half_angle_components h
  have hP := (mul_pos (Real.cosh_pos (r₁ / 2)) (Real.cosh_pos (r₂ / 2))).ne'
  rw [Real.tan_eq_sin_div_cos, ← mul_div_mul_left _ _ (Real.cosh_pos (r / 2)).ne', hc, hs,
    mul_div_mul_left _ _ hP, halfTan]

/-- For `0 ≤ t < 1` the half-angle tangent is at most `t / √(1 - t²)` in absolute value, and
for `t > 0` this value is reached exactly when `cos φ = -t`. -/
theorem abs_halfTan_le {t : ℝ} (h0 : 0 ≤ t) (h1 : t < 1) (φ : ℝ) :
    |halfTan t φ| ≤ t / √(1 - t ^ 2) ∧
    (0 < t → (|halfTan t φ| = t / √(1 - t ^ 2) ↔ Real.cos φ = -t)) := by
  have hD : 0 < 1 + t * Real.cos φ := by nlinarith [Real.neg_one_le_cos φ]
  have hT : 0 < 1 - t ^ 2 := by nlinarith
  have hS : 0 < √(1 - t ^ 2) := Real.sqrt_pos.mpr hT
  -- the gap between the squares is itself a square
  have key : (t * (1 + t * Real.cos φ)) ^ 2 - (|t * Real.sin φ| * √(1 - t ^ 2)) ^ 2 =
      (t * (Real.cos φ + t)) ^ 2 := by
    rw [mul_pow |t * Real.sin φ|, sq_abs, Real.sq_sqrt hT.le]
    linear_combination -(t ^ 2 * (1 - t ^ 2)) * Real.sin_sq_add_cos_sq φ
  have hL : 0 ≤ |t * Real.sin φ| * √(1 - t ^ 2) := by positivity
  have hR : 0 ≤ t * (1 + t * Real.cos φ) := mul_nonneg h0 hD.le
  rw [halfTan, abs_div, abs_of_pos hD]
  constructor
  · rw [div_le_div_iff₀ hD hS, ← sq_le_sq₀ hL hR]
    linarith [sq_nonneg (t * (Real.cos φ + t))]
  · intro ht
    rw [div_eq_div_iff hD.ne' hS.ne', ← sq_eq_sq₀ hL hR]
    constructor
    · intro he
      have hz : (t * (Real.cos φ + t)) ^ 2 = 0 := by linarith
      have hz' := (mul_eq_zero.mp (pow_eq_zero_iff two_ne_zero |>.mp hz)).resolve_left ht.ne'
      linarith
    · intro he
      have hz : (t * (Real.cos φ + t)) ^ 2 = 0 := by rw [he]; ring
      linarith

/-- For nonnegative rapidities the product of the half-rapidity tangents lies in `[0, 1)`. -/
theorem tanhProduct_range {r₁ r₂ : ℝ} (h₁ : 0 ≤ r₁) (h₂ : 0 ≤ r₂) :
    0 ≤ tanhProduct r₁ r₂ ∧ tanhProduct r₁ r₂ < 1 := by
  have aux : ∀ r : ℝ, 0 ≤ r → 0 ≤ Real.tanh (r / 2) ∧ Real.tanh (r / 2) < 1 := by
    intro r hr
    rw [Real.tanh_eq_sinh_div_cosh]
    exact ⟨div_nonneg (Real.sinh_nonneg_iff.mpr (by linarith)) (Real.cosh_pos _).le,
      (div_lt_one (Real.cosh_pos _)).mpr (Real.sinh_lt_cosh _)⟩
  obtain ⟨a0, a1⟩ := aux r₁ h₁
  obtain ⟨b0, b1⟩ := aux r₂ h₂
  unfold tanhProduct
  exact ⟨mul_nonneg a0 b0, by nlinarith⟩

/-- For two boosts of nonnegative rapidity the sine of half the Wigner angle is at most
`t = tanh(r₁/2) tanh(r₂/2)` in absolute value; for positive rapidities equality holds exactly
when `cos φ = -t`. -/
theorem wigner_sin_le {r₁ r₂ φ w r θ : ℝ} (h₁ : 0 ≤ r₁) (h₂ : 0 ≤ r₂)
    (h : boost r₁ 0 * boost r₂ φ = rot w * boost r θ) :
    |Real.sin (w / 2)| ≤ tanhProduct r₁ r₂ ∧
    (0 < r₁ → 0 < r₂ →
      (|Real.sin (w / 2)| = tanhProduct r₁ r₂ ↔ Real.cos φ = -tanhProduct r₁ r₂)) := by
  obtain ⟨hc, hs⟩ := half_angle_components h
  have ht := (tanhProduct_range h₁ h₂).1
  have hpos : 0 < r₁ → 0 < r₂ → 0 < tanhProduct r₁ r₂ := by
    intro p q
    rw [tanhProduct, Real.tanh_eq_sinh_div_cosh, Real.tanh_eq_sinh_div_cosh]
    exact mul_pos (div_pos (Real.sinh_pos_iff.mpr (by linarith)) (Real.cosh_pos _))
      (div_pos (Real.sinh_pos_iff.mpr (by linarith)) (Real.cosh_pos _))
  have hP := mul_pos (Real.cosh_pos (r₁ / 2)) (Real.cosh_pos (r₂ / 2))
  have hC := Real.cosh_pos (r / 2)
  generalize tanhProduct r₁ r₂ = t at *
  generalize Real.cosh (r₁ / 2) * Real.cosh (r₂ / 2) = P at *
  generalize Real.cosh (r / 2) = C at *
  -- the shortfall of the squared sine from t² is a perfect square
  have key : C ^ 2 * (t ^ 2 - Real.sin (w / 2) ^ 2) = (P * t * (Real.cos φ + t)) ^ 2 := by
    linear_combination -(t ^ 2 * C ^ 2) * Real.sin_sq_add_cos_sq (w / 2) +
      t ^ 2 * (C * Real.cos (w / 2) + P * (1 + t * Real.cos φ)) * hc -
      (1 - t ^ 2) * (C * Real.sin (w / 2) + P * (t * Real.sin φ)) * hs -
      P ^ 2 * t ^ 2 * (1 - t ^ 2) * Real.sin_sq_add_cos_sq φ
  have hC2 : 0 < C ^ 2 := by positivity
  constructor
  · rw [← sq_le_sq₀ (abs_nonneg _) ht, sq_abs]
    by_contra hn
    have hneg : t ^ 2 - Real.sin (w / 2) ^ 2 < 0 := by linarith [not_le.mp hn]
    linarith [mul_neg_of_pos_of_neg hC2 hneg, sq_nonneg (P * t * (Real.cos φ + t))]
  · intro p q
    have hPt : P * t ≠ 0 := (mul_pos hP (hpos p q)).ne'
    rw [← sq_eq_sq₀ (abs_nonneg _) ht, sq_abs]
    constructor
    · intro he
      rw [he, sub_self, mul_zero] at key
      have hz := (mul_eq_zero.mp (pow_eq_zero_iff two_ne_zero |>.mp key.symm)).resolve_left hPt
      linarith
    · intro he
      have hz : C ^ 2 * (t ^ 2 - Real.sin (w / 2) ^ 2) = 0 := by rw [key, he]; ring
      have hz' := (mul_eq_zero.mp hz).resolve_left hC2.ne'
      linarith

end

end ThomasWignerBound
```

```lean
#print axioms ThomasWignerBound.exists_wigner_rotation
-- 'ThomasWignerBound.exists_wigner_rotation' depends on axioms: [propext, Classical.choice, Quot.sound]
#print axioms ThomasWignerBound.wigner_tan
-- 'ThomasWignerBound.wigner_tan' depends on axioms: [propext, Classical.choice, Quot.sound]
#print axioms ThomasWignerBound.abs_halfTan_le
-- 'ThomasWignerBound.abs_halfTan_le' depends on axioms: [propext, Classical.choice, Quot.sound]
#print axioms ThomasWignerBound.wigner_sin_le
-- 'ThomasWignerBound.wigner_sin_le' depends on axioms: [propext, Classical.choice, Quot.sound]
```

## How the proof follows the algebra

`polar_factorisation` carries out the choice of r, w and θ for any matrix with rows (z, u), (ū, z̄) and |z|² = 1 + |u|². The steps `k1` and `k2` combine the phases, and `conj_polar` supplies the polar form of a conjugate. `exists_wigner_rotation` then has two tasks: to match the boost product entry by entry with this form, and to verify the determinant condition.

`half_angle_components` extracts the upper-left entry with `congrFun` and takes real and imaginary parts. Its auxiliary equation `hQ` is sinh(r₁/2) sinh(r₂/2) = P t. `wigner_tan` divides the two components, cancelling C and P.

In both bounds the step named `key` is the perfect-square identity. The tactic `linear_combination` proves it by naming the multiples of known equations, such as sin² φ + cos² φ = 1, that reduce the claim to polynomial algebra. In `abs_halfTan_le`, `div_le_div_iff₀` clears the positive denominators and `sq_le_sq₀` passes to squares. For equality, the vanishing square gives t (cos φ + t) = 0, and t > 0 removes the first factor.

`wigner_sin_le` uses `generalize` to replace t, P and C by plain real variables, keeping only the facts about them that the algebra needs. The inequality is proved by contradiction: if sin²(w/2) exceeded t², the left side of `key` would be negative while the right side is a square. The equality case reads the same identity in both directions, using P t ≠ 0 one way and C² > 0 the other.
